# Every sublattice of the square lattice that keeps the fourfold axis is spanned by one vector and its quarter turn

The translations of a square lattice, in units of the lattice constant, are the integer pairs `(x, y)`, and the theorem concerns any subgroup `H` of them that the quarter turn `(x, y) ↦ (-y, x)` maps into itself. It states that there are integers `a` and `b` for which `H` consists exactly of the integer combinations of `(a, b)` and `(-b, a)`. `H` need not be of finite index, and the trivial subgroup is allowed, with `a = b = 0`. The proof reads `(x, y)` as the Gaussian integer `x + iy`, so that `H` becomes an ideal, and takes for `(a, b)` the real and imaginary parts of a single generator of that ideal.

The failing Lean file:

```lean
import Mathlib

namespace EqSquareSupercell

/-- The quarter turn `(x, y) ↦ (-y, x)` of the square lattice. -/
def quarterTurn : ℤ × ℤ →+ ℤ × ℤ where
  toFun v := (-v.2, v.1)
  map_zero' := by simp
  map_add' v w := by
    refine Prod.ext ?_ rfl
    change -(v.2 + w.2) = -v.2 + -w.2
    ring

/-- A lattice of translations keeps the fourfold axis if the quarter turn maps it into itself. -/
def KeepsFourfoldAxis (H : AddSubgroup (ℤ × ℤ)) : Prop :=
  ∀ v ∈ H, quarterTurn v ∈ H

/-- The map `(x, y) ↦ x (a, b) + y (-b, a)`, which sends the unit vectors to `(a, b)` and to its
quarter turn. -/
def spiral (a b : ℤ) : ℤ × ℤ →+ ℤ × ℤ where
  toFun v := (a * v.1 - b * v.2, b * v.1 + a * v.2)
  map_zero' := by simp
  map_add' v w := by
    refine Prod.ext ?_ ?_
    · change a * (v.1 + w.1) - b * (v.2 + w.2) = (a * v.1 - b * v.2) + (a * w.1 - b * w.2)
      ring
    · change b * (v.1 + w.1) + a * (v.2 + w.2) = (b * v.1 + a * v.2) + (b * w.1 + a * w.2)
      ring

/-- The lattice spanned by `(a, b)` and its quarter turn `(-b, a)`. -/
def squareSupercell (a b : ℤ) : AddSubgroup (ℤ × ℤ) := (spiral a b).range

/-- Every lattice of translations that keeps the fourfold axis is spanned by one vector `(a, b)`
and its quarter turn. -/
theorem eq_squareSupercell {H : AddSubgroup (ℤ × ℤ)} (hH : KeepsFourfoldAxis H) :
    ∃ a b : ℤ, H = squareSupercell a b := by
  -- read as complex numbers `x + iy`, the translations form an ideal of the Gaussian integers
  let I : Ideal GaussianInt :=
    { carrier := {z | (z.re, z.im) ∈ H}
      zero_mem' := by
        change ((0 : GaussianInt).re, (0 : GaussianInt).im) ∈ H
        simpa using H.zero_mem
      add_mem' := by
        intro z w hz hw
        change ((z + w).re, (z + w).im) ∈ H
        have h : (z.re, z.im) + (w.re, w.im) ∈ H := H.add_mem hz hw
        simpa using h
      smul_mem' := by
        intro c z hz
        change ((c * z).re, (c * z).im) ∈ H
        have h : c.re • (z.re, z.im) + c.im • (-z.im, z.re) ∈ H :=
          H.add_mem (H.zsmul_mem hz c.re) (H.zsmul_mem (hH _ hz) c.im)
        convert h using 1
        ext <;> simp }
  -- the ideal has a single generator
  obtain ⟨g, hg⟩ : ∃ g : GaussianInt, ∀ z, z ∈ I ↔ ∃ s, z = s * g :=
    ⟨_, fun _ => Submodule.IsPrincipal.mem_iff_eq_smul_generator I⟩
  refine ⟨g.re, g.im, ?_⟩
  ext ⟨x, y⟩
  refine (hg ⟨x, y⟩).trans ⟨?_, ?_⟩
  · rintro ⟨s, hs⟩
    have h1 := congrArg Zsqrtd.re hs
    have h2 := congrArg Zsqrtd.im hs
    simp at h1 h2
    refine ⟨(s.re, s.im), Prod.ext ?_ ?_⟩
    · change g.re * s.re - g.im * s.im = x
      linarith
    · change g.im * s.re + g.re * s.im = y
      linarith
  · rintro ⟨⟨p, q⟩, h⟩
    have h1 : g.re * p - g.im * q = x := congrArg Prod.fst h
    have h2 : g.im * p + g.re * q = y := congrArg Prod.snd h
    refine ⟨⟨p, q⟩, ?_⟩
    apply Zsqrtd.ext <;> simp <;> linarith

end EqSquareSupercell
```

The compiler's answer:

```
Main.lean:42:8: error: Type mismatch: After simplification, term
  AddSubgroup.zero_mem H
 has type
  True
but is expected to have type
  (0, 0) ∈ H
```

Diagnosis. The error is in the proof that the ideal contains zero. `simpa using H.zero_mem` simplifies both the goal and the type of the term supplied, and then tries to match them. The goal becomes `(0, 0) ∈ H`, with the zero written out as a pair. The term's type is `0 ∈ H`, with the zero of the product group, and `simp` can prove that by itself, so it reduces it to `True`. Nothing is left of the fact that was to close the goal, hence the mismatch.

The repair first states the fact as `h : ((0 : ℤ), (0 : ℤ)) ∈ H`. Lean accepts `H.zero_mem` as its proof because the zero of `ℤ × ℤ` is by definition the pair of zeros. In this form `simp` does not reduce the membership to `True`, just as it did not in the goal, so `simpa using h` finds the two sides in agreement.

The repair, with which the file compiles:

```diff
@@ -40,5 +40,6 @@
       zero_mem' := by
         change ((0 : GaussianInt).re, (0 : GaussianInt).im) ∈ H
-        simpa using H.zero_mem
+        have h : ((0 : ℤ), (0 : ℤ)) ∈ H := H.zero_mem
+        simpa using h
       add_mem' := by
         intro z w hz hw
```
